# Rows and columns of the spin-1/2 polarization transfer matrix sum to 1 when $F_z$ is conserved

Let $n$ spins 1/2 evolve under a time-independent Hermitian $H$ that commutes with the total z component $F_z=\sum_k I_{kz}$. For every real time $t$, the transfer coefficients

$$a_{kl}(t)=\frac{\operatorname{tr}\!\left(I_{lz}\,e^{-itH}I_{kz}\,e^{itH}\right)}{\operatorname{tr}(I_{kz}^2)}$$

are real, each row and each column of the matrix sums to 1, and the squares in each row and each column sum to at most 1.

If the initial density operator differs from the maximally mixed state $2^{-n}\mathbf 1$ by a nonzero multiple of $I_{kz}$, then $a_{kl}(t)$ is the polarization of spin $l$ at time $t$ divided by the initial polarization of spin $k$. The result therefore constrains simulated transfer under isotropic mixing, for a closed system without relaxation and with a constant Hamiltonian.

## Spins, propagator and coefficients

In Lean 4 with Mathlib:

```lean
import Mathlib

open Matrix

namespace PolarizationTransfer

noncomputable section

variable {n : ℕ}
```

A basis state is a configuration $s$ that assigns up (`true`) or down (`false`) to each spin. Operators are complex $2^n\times 2^n$ matrices indexed by configurations.

```lean
/-- Operators on the state space of `n` spins 1/2, in the basis of up/down configurations. -/
abbrev Op (n : ℕ) := Matrix (Fin n → Bool) (Fin n → Bool) ℂ
```

With $\hbar=1$, the magnetic quantum number is $m=\pm\tfrac12$.

```lean
/-- The magnetic quantum number of one spin: `1/2` for up, `-1/2` for down. -/
def mz (b : Bool) : ℂ := if b then 1 / 2 else -1 / 2
```

The operator $I_{kz}$ is diagonal, with entry $m(s_k)$ at configuration $s$.

```lean
/-- The z component of spin `k`. -/
def Iz (k : Fin n) : Op n := Matrix.diagonal fun s => mz (s k)
```

Summing over the spins gives $F_z$.

```lean
/-- The z component of the total spin. -/
def Fz (n : ℕ) : Op n := ∑ k, Iz k
```

The propagator is $U(t)=e^{-itH}$, a matrix exponential, with $H$ in angular frequency units.

```lean
/-- The propagator `exp(-itH)`. -/
def propagator (H : Op n) (t : ℝ) : Op n := NormedSpace.exp ((-(Complex.I * (t : ℂ))) • H)
```

An operator $A$ evolves, as a density operator does, into $U(t)\,A\,U(-t)$.

```lean
/-- The evolved operator `exp(-itH) A exp(itH)`. -/
def evolve (H : Op n) (t : ℝ) (A : Op n) : Op n := propagator H t * A * propagator H (-t)
```

The coefficient $a_{kl}(t)$ is `transfer H t k l`: the row $k$ is the source and the column $l$ the detected spin. It is defined as a complex number, so its reality has to be proved.

```lean
/-- The coefficient for polarization transfer from spin `k` to spin `l` in time `t`. -/
def transfer (H : Op n) (t : ℝ) (k l : Fin n) : ℂ :=
  trace (Iz l * evolve H t (Iz k)) / trace (Iz k * Iz k)
```

The exchange operator $E_{ij}$ swaps the states of spins $i$ and $j$. For $i\ne j$ it equals $2\,\mathbf I_i\cdot\mathbf I_j+\tfrac12$, so it represents isotropic scalar coupling up to scale and a constant.

```lean
/-- The exchange operator, which swaps the states of spins `i` and `j`. -/
def exchange (i j : Fin n) : Op n :=
  Matrix.of fun s s' => if s' = s ∘ Equiv.swap i j then 1 else 0
```

## Orthogonality of the z components

Write $N=2^n/4$. For $k=l$ the trace of $I_{kz}I_{lz}$ has $2^n$ terms, each equal to $\tfrac14$, which gives $N$. For $k\neq l$, flipping spin $k$ permutes the configurations and reverses the sign of every term $m(s_k)m(s_l)$. The sum equals its own negative and vanishes:

$$\operatorname{tr}(I_{kz}I_{lz})=N\,\delta_{kl}.$$

In the code the flip is the involution `f`.

```lean
/-- The z components of different spins are orthogonal in the trace inner product, and each
has squared norm `2^n/4`. -/
theorem trace_Iz_mul (k l : Fin n) :
    trace (Iz k * Iz l) = if k = l then (2 : ℂ) ^ n / 4 else 0 := by
  unfold Iz
  rw [Matrix.diagonal_mul_diagonal, Matrix.trace_diagonal]
  by_cases hkl : k = l
  · subst hkl
    have hq : ∀ b, mz b * mz b = 1 / 4 := by
      intro b; cases b <;> norm_num [mz]
    have hc : Fintype.card (Fin n → Bool) = 2 ^ n := by simp
    rw [if_pos rfl]
    simp only [hq]
    rw [Finset.sum_const, Finset.card_univ, hc, nsmul_eq_mul]
    push_cast
    ring
  · rw [if_neg hkl]
    -- flipping spin `k` reverses the sign of every term
    let f : (Fin n → Bool) → (Fin n → Bool) := fun s => Function.update s k (!s k)
    have hf : Function.Involutive f := by intro s; simp [f]
    have h : ∑ s : Fin n → Bool, mz (f s k) * mz (f s l)
        = ∑ s : Fin n → Bool, mz (s k) * mz (s l) :=
      Equiv.sum_comp hf.toPerm (fun s => mz (s k) * mz (s l))
    have hm : ∀ b, mz (!b) = -mz b := by
      intro b; cases b <;> norm_num [mz]
    have h2 : ∀ s : Fin n → Bool,
        mz (f s k) * mz (f s l) = -(mz (s k) * mz (s l)) := by
      intro s
      have e1 : f s k = !s k := by simp [f]
      have e2 : f s l = s l := by simp [f, Ne.symm hkl]
      rw [e1, e2, hm, neg_mul]
    simp only [h2, Finset.sum_neg_distrib] at h
    linear_combination (-1 / 2 : ℂ) * h
```

## What evolution preserves

The exponents $-itH$ and $+itH$ commute and add to zero, so $U(t)U(-t)=1$.

```lean
/-- Evolving forward and backward for the same time gives the identity. -/
theorem propagator_mul_neg (H : Op n) (t : ℝ) :
    propagator H t * propagator H (-t) = 1 := by
  unfold propagator
  rw [← Matrix.exp_add_of_commute _ _ (((Commute.refl H).smul_left _).smul_right _),
    ← add_smul]
  have h : -(Complex.I * (t : ℂ)) + -(Complex.I * ((-t : ℝ) : ℂ)) = 0 := by
    push_cast; ring
  rw [h, zero_smul, NormedSpace.exp_zero]
```

By cyclicity, $\operatorname{tr}(U(t)AU(-t))=\operatorname{tr}(U(-t)U(t)A)=\operatorname{tr}A$.

```lean
/-- Time evolution preserves the trace. -/
theorem trace_evolve (H : Op n) (t : ℝ) (A : Op n) : trace (evolve H t A) = trace A := by
  have h := propagator_mul_neg H (-t)
  rw [neg_neg] at h
  unfold evolve
  rw [Matrix.trace_mul_comm, ← Matrix.mul_assoc, h, Matrix.one_mul]
```

For Hermitian $H$, $U(t)^\dagger=U(-t)$. Since $I_{kz}$ is real and diagonal, it is Hermitian, and so is $A_k=U(t)I_{kz}U(-t)$.

```lean
/-- For Hermitian `H`, the z component of a spin is Hermitian before and after evolution. -/
theorem evolve_isHermitian {H : Op n} (hH : H.IsHermitian) (t : ℝ) (k : Fin n) :
    (Iz k).IsHermitian ∧ (evolve H t (Iz k)).IsHermitian := by
  have hI : (Iz k).IsHermitian := by
    unfold Iz
    rw [Matrix.IsHermitian, Matrix.diagonal_conjTranspose]
    refine congrArg Matrix.diagonal (funext fun s => ?_)
    change star (mz (s k)) = mz (s k)
    cases s k <;> simp [mz]
  have hU : ∀ t, (propagator H t)ᴴ = propagator H (-t) := by
    intro t
    unfold propagator
    rw [← Matrix.exp_conjTranspose, Matrix.conjTranspose_smul, hH.eq]
    congr 2
    simp
  refine ⟨hI, ?_⟩
  rw [Matrix.IsHermitian, evolve, Matrix.conjTranspose_mul, Matrix.conjTranspose_mul,
    hU, hU, neg_neg, hI.eq, Matrix.mul_assoc]
```

The trace of a product of two Hermitian operators is real:

$$\overline{\operatorname{tr}(I_{lz}A_k)}=\operatorname{tr}(A_k^\dagger I_{lz}^\dagger)=\operatorname{tr}(A_kI_{lz})=\operatorname{tr}(I_{lz}A_k).$$

Dividing by the real number $N$ gives $\overline{a_{kl}}=a_{kl}$.

```lean
/-- For Hermitian `H` the transfer coefficients equal their complex conjugates. -/
theorem transfer_real {H : Op n} (hH : H.IsHermitian) (t : ℝ) (k l : Fin n) :
    star (transfer H t k l) = transfer H t k l := by
  have hk : trace (Iz k * Iz k) = (2 : ℂ) ^ n / 4 := by simp [trace_Iz_mul]
  have hc : star ((2 : ℂ) ^ n / 4) = 2 ^ n / 4 := by simp
  unfold transfer
  rw [hk, star_div₀, hc, ← Matrix.trace_conjTranspose, Matrix.conjTranspose_mul,
    (evolve_isHermitian hH t k).2.eq, (evolve_isHermitian hH t l).1.eq,
    Matrix.trace_mul_comm]
```

Cyclicity also exchanges source and detected spin:

$$\operatorname{tr}(I_{lz}U(t)I_{kz}U(-t))=\operatorname{tr}(I_{kz}U(-t)I_{lz}U(t)).$$

Both denominators are $N$, so $a_{kl}(t)=a_{lk}(-t)$. This turns a statement about rows at all times into one about columns.

```lean
/-- Transfer from `k` to `l` in time `t` equals transfer from `l` to `k` in time `-t`. -/
theorem transfer_reversal (H : Op n) (t : ℝ) (k l : Fin n) :
    transfer H t k l = transfer H (-t) l k := by
  have hk : ∀ k : Fin n, trace (Iz k * Iz k) = (2 : ℂ) ^ n / 4 := by
    intro k; simp [trace_Iz_mul]
  have h : trace (Iz l * (propagator H t * Iz k * propagator H (-t)))
      = trace (Iz k * (propagator H (-t) * Iz l * propagator H t)) := by
    have h1 := Matrix.trace_mul_comm (Iz l * propagator H t) (Iz k * propagator H (-t))
    simpa only [Matrix.mul_assoc] using h1
  unfold transfer evolve
  rw [hk, hk, neg_neg, h]
```

## The polarization that leaves the z components

Let $P_k=\sum_l a_{kl}I_{lz}$ be the part of $A_k$ described by the transferred polarizations. Three traces are needed:

- $\operatorname{tr}(A_k^2)=\operatorname{tr}(I_{kz}^2)=N$, because $A_k^2=U(t)I_{kz}^2U(-t)$;
- $\operatorname{tr}(P_kA_k)=N\sum_l a_{kl}^2$, by the definition of $a_{kl}$;
- $\operatorname{tr}(P_k^2)=N\sum_l a_{kl}^2$, by orthogonality.

Since $A_k-P_k$ is Hermitian, its squared Frobenius norm is the trace of its square:

$$\sum_{s,s'}\left|(A_k-P_k)_{ss'}\right|^2=N\Bigl(1-\sum_l a_{kl}^2\Bigr).$$

In the proof, `hL` turns the norm into a trace, `hE` is the first trace, and `hPX` supplies the other two. The theorem assumes that $H$ is Hermitian, but not that it conserves $F_z$.

```lean
/-- The squared norm of the part of the evolved `Iz k` not described by the transferred
polarizations is `2^n/4` times one minus the sum of squared transfer coefficients. -/
theorem transfer_deficit {H : Op n} (hH : H.IsHermitian) (t : ℝ) (k : Fin n) :
    ∑ s, ∑ s', ‖(evolve H t (Iz k) - ∑ l, transfer H t k l • Iz l) s s'‖ ^ 2
      = (2 : ℝ) ^ n / 4 * (1 - ∑ l, ‖transfer H t k l‖ ^ 2) := by
  have hn : ∀ z : ℂ, (‖z‖ : ℂ) ^ 2 = z * star z := fun z => (Complex.mul_conj' z).symm
  have hL : ∀ D : Op n, D.IsHermitian →
      ((∑ s, ∑ s', ‖D s s'‖ ^ 2 : ℝ) : ℂ) = trace (D * D) := by
    intro D hD
    push_cast
    simp only [Matrix.trace, Matrix.diag_apply, Matrix.mul_apply, hn]
    refine Finset.sum_congr rfl fun s _ => Finset.sum_congr rfl fun s' _ => ?_
    rw [hD.apply s' s]
  have hR : (((2 : ℝ) ^ n / 4 * (1 - ∑ l, ‖transfer H t k l‖ ^ 2) : ℝ) : ℂ)
      = 2 ^ n / 4 * (1 - ∑ l, transfer H t k l * transfer H t k l) := by
    push_cast
    simp only [hn, transfer_real hH]
  have hk : trace (Iz k * Iz k) = (2 : ℂ) ^ n / 4 := by simp [trace_Iz_mul]
  have hc : (2 : ℂ) ^ n / 4 ≠ 0 := by simp
  have hx : ∀ l, trace (Iz l * evolve H t (Iz k)) = transfer H t k l * (2 ^ n / 4) := by
    intro l
    rw [transfer, hk, div_mul_cancel₀ _ hc]
  have hE : trace (evolve H t (Iz k) * evolve H t (Iz k)) = (2 : ℂ) ^ n / 4 := by
    have hV := propagator_mul_neg H (-t)
    rw [neg_neg] at hV
    have h : evolve H t (Iz k) * evolve H t (Iz k) = evolve H t (Iz k * Iz k) := by
      unfold evolve
      calc _ = propagator H t * Iz k * (propagator H (-t) * propagator H t)
            * Iz k * propagator H (-t) := by simp only [Matrix.mul_assoc]
        _ = _ := by rw [hV, Matrix.mul_one]; simp only [Matrix.mul_assoc]
    rw [h, trace_evolve, hk]
  obtain ⟨P, hP⟩ : ∃ P : Op n, P = ∑ l, transfer H t k l • Iz l := ⟨_, rfl⟩
  have hPX : ∀ X : Op n, (∀ l, trace (Iz l * X) = transfer H t k l * (2 ^ n / 4)) →
      trace (P * X) = (∑ l, transfer H t k l * transfer H t k l) * (2 ^ n / 4) := by
    intro X hX
    rw [hP, Finset.sum_mul, Matrix.trace_sum, Finset.sum_mul]
    refine Finset.sum_congr rfl fun l _ => ?_
    rw [Matrix.smul_mul, Matrix.trace_smul, hX, smul_eq_mul, mul_assoc]
  have hIP : ∀ l, trace (Iz l * P) = transfer H t k l * (2 ^ n / 4) := by
    intro l
    simp only [hP, Finset.mul_sum, Matrix.mul_smul, Matrix.trace_sum, Matrix.trace_smul,
      trace_Iz_mul, smul_eq_mul, mul_ite, mul_zero, Finset.sum_ite_eq, Finset.mem_univ,
      if_true]
  have hPH : P.IsHermitian := by
    rw [Matrix.IsHermitian, hP, Matrix.conjTranspose_sum]
    refine Finset.sum_congr rfl fun l _ => ?_
    rw [Matrix.conjTranspose_smul, transfer_real hH, (evolve_isHermitian hH t l).1.eq]
  -- expand the squared norm of the difference
  rw [← hP]
  apply Complex.ofReal_injective
  rw [hL _ ((evolve_isHermitian hH t k).2.sub hPH), hR, sub_mul, mul_sub, mul_sub,
    Matrix.trace_sub, Matrix.trace_sub, Matrix.trace_sub,
    Matrix.trace_mul_comm (evolve H t (Iz k)) P, hE, hPX _ hx, hPX _ hIP]
  ring
```

## Row sums, column sums and squares

Since $F_z$ commutes with $H$, it commutes with $U(t)$ and can be moved inside the evolution:

$$\sum_l\operatorname{tr}(I_{lz}A_k)=\operatorname{tr}(F_zA_k)=\operatorname{tr}\!\left(U(t)F_zI_{kz}U(-t)\right)=\operatorname{tr}(F_zI_{kz})=N.$$

Division by $N$ gives the row sum 1. The left side of the norm identity is nonnegative and $N>0$, so $\sum_l a_{kl}^2\le1$. The column statements are the row statements at time $-t$. For one or two spins these conditions force every entry to be nonnegative. From three spins on the two conditions alone do not settle the signs: the numbers $(\tfrac23,\tfrac23,-\tfrac13)$ satisfy both, although no evolution of three spins that conserves $F_z$ produces them as a row.

```lean
/-- For Hermitian `H` commuting with `Fz`, the transfer matrix is real, its rows and columns
sum to 1, and the squares in each row and in each column sum to at most 1. -/
theorem polarization_transfer_matrix {H : Op n} (hH : H.IsHermitian)
    (hF : Commute H (Fz n)) (t : ℝ) :
    (∀ k l, (transfer H t k l).im = 0) ∧
    (∀ k, ∑ l, transfer H t k l = 1) ∧ (∀ l, ∑ k, transfer H t k l = 1) ∧
    (∀ k, ∑ l, ‖transfer H t k l‖ ^ 2 ≤ 1) ∧ (∀ l, ∑ k, ‖transfer H t k l‖ ^ 2 ≤ 1) := by
  have row : ∀ (t : ℝ) (k : Fin n), ∑ l, transfer H t k l = 1 := by
    intro t k
    have hU : Commute (Fz n) (propagator H t) := (hF.symm.smul_right _).exp_right
    have hk : trace (Iz k * Iz k) = (2 : ℂ) ^ n / 4 := by simp [trace_Iz_mul]
    -- `Fz` passes through the propagator
    have hc : Fz n * evolve H t (Iz k) = evolve H t (Fz n * Iz k) := by
      unfold evolve
      simp only [← Matrix.mul_assoc, hU.eq]
    have h1 : ∑ l, trace (Iz l * evolve H t (Iz k)) = (2 : ℂ) ^ n / 4 := by
      rw [← Matrix.trace_sum, ← Finset.sum_mul, ← Fz, hc, trace_evolve, Fz,
        Finset.sum_mul, Matrix.trace_sum]
      simp [trace_Iz_mul]
    simp only [transfer, hk]
    rw [← Finset.sum_div, h1, div_self (by simp)]
  have sq : ∀ (t : ℝ) (k : Fin n), ∑ l, ‖transfer H t k l‖ ^ 2 ≤ 1 := by
    intro t k
    have hc : (0 : ℝ) < 2 ^ n / 4 := by positivity
    have h : 0 ≤ (2 : ℝ) ^ n / 4 * (1 - ∑ l, ‖transfer H t k l‖ ^ 2) := by
      rw [← transfer_deficit hH t k]
      positivity
    have h2 := (mul_nonneg_iff_of_pos_left hc).1 h
    linarith
  refine ⟨fun k l => Complex.conj_eq_iff_im.1 (transfer_real hH t k l), row t, ?_, sq t, ?_⟩
  · intro l
    simp only [transfer_reversal H t _ l]
    exact row (-t) l
  · intro l
    simp only [transfer_reversal H t _ l]
    exact sq (-t) l
```

Without conservation of $F_z$ the sums can fail. For one spin with $H=I_x$, the evolved operator is $I_z\cos t-I_y\sin t$, so the only coefficient is $\cos t$, which differs from 1 unless $t$ is a multiple of $2\pi$.

For Hermitian $H$, the squares in row $k$ sum to 1 exactly when the norm of $A_k-P_k$ vanishes, that is, when $A_k=\sum_l a_{kl}I_{lz}$. In the forward direction a vanishing sum of nonnegative terms forces every matrix element to vanish; the converse substitutes zero into the norm identity.

```lean
/-- The squares in row `k` sum to 1 exactly when the evolved `Iz k` is the combination of the
single-spin z components weighted by the transfer coefficients. -/
theorem sum_sq_eq_one_iff {H : Op n} (hH : H.IsHermitian) (t : ℝ) (k : Fin n) :
    ∑ l, ‖transfer H t k l‖ ^ 2 = 1 ↔
      evolve H t (Iz k) = ∑ l, transfer H t k l • Iz l := by
  have h := transfer_deficit hH t k
  constructor
  · intro h1
    rw [h1, sub_self, mul_zero] at h
    ext s s'
    have h2 := (Finset.sum_eq_zero_iff_of_nonneg (fun _ _ => by positivity)).1 h s
      (Finset.mem_univ s)
    have h3 := (Finset.sum_eq_zero_iff_of_nonneg (fun _ _ => by positivity)).1 h2 s'
      (Finset.mem_univ s')
    exact sub_eq_zero.1 (norm_eq_zero.1 ((pow_eq_zero_iff two_ne_zero).1 h3))
  · intro h1
    have h0 : ∑ s, ∑ s', ‖(0 : Op n) s s'‖ ^ 2 = (0 : ℝ) := by simp
    have hc : (0 : ℝ) < 2 ^ n / 4 := by positivity
    rw [sub_eq_zero.2 h1, h0] at h
    rcases mul_eq_zero.1 h.symm with h2 | h2
    · exact absurd h2 hc.ne'
    · linarith
```

## Exchange between two spins

A Hamiltonian that commuted with every $I_{kz}$ would transfer nothing. The exchange operator of two different spins meets both hypotheses without being of that kind. Swapping twice restores a configuration, so $E_{ij}$ is Hermitian; swapping leaves $\sum_k m(s_k)$ unchanged, so it commutes with $F_z$. Its matrix element between "only $i$ up" and "only $j$ up" is 1, but $I_{iz}$ has the values $\tfrac12$ and $-\tfrac12$ there, so the two operators do not commute.

```lean
/-- The exchange operator of two different spins is Hermitian and commutes with `Fz`, but not
with the z component of the first of these spins. -/
theorem exchange_witness {i j : Fin n} (hij : i ≠ j) :
    (exchange i j).IsHermitian ∧ Commute (exchange i j) (Fz n) ∧
      ¬ Commute (exchange i j) (Iz i) := by
  have hinv : ∀ s s' : Fin n → Bool,
      s' = s ∘ Equiv.swap i j ↔ s = s' ∘ Equiv.swap i j := by
    intro s s'
    constructor <;> rintro rfl <;> funext x <;> simp
  refine ⟨?_, ?_, ?_⟩
  · ext s s'
    simp only [Matrix.conjTranspose_apply, exchange, Matrix.of_apply]
    by_cases h : s' = s ∘ Equiv.swap i j
    · rw [if_pos h, if_pos ((hinv s s').1 h), star_one]
    · rw [if_neg h, if_neg (fun e => h ((hinv s s').2 e)), star_zero]
  · have hF : Fz n = Matrix.diagonal fun s => ∑ k, mz (s k) := by
      ext s s'
      by_cases h : s = s'
      · subst h
        simp [Fz, Iz, Matrix.sum_apply]
      · simp [Fz, Iz, Matrix.sum_apply, h]
    change exchange i j * Fz n = Fz n * exchange i j
    rw [hF]
    ext s s'
    rw [Matrix.mul_diagonal, Matrix.diagonal_mul]
    simp only [exchange, Matrix.of_apply]
    by_cases h : s' = s ∘ Equiv.swap i j
    · rw [if_pos h, one_mul, mul_one, h]
      exact Equiv.sum_comp (Equiv.swap i j) (fun x => mz (s x))
    · rw [if_neg h, zero_mul, mul_zero]
  · intro h
    -- compare the matrix element between "only i up" and "only j up"
    obtain ⟨s, hs⟩ : ∃ s : Fin n → Bool, s = fun x => decide (x = i) := ⟨_, rfl⟩
    have h1 := congrFun (congrFun h.eq s) (s ∘ Equiv.swap i j)
    have e1 : exchange i j s (s ∘ Equiv.swap i j) = 1 := by simp [exchange]
    have e2 : (s ∘ Equiv.swap i j) i = false := by simp [hs, hij.symm]
    have e3 : s i = true := by simp [hs]
    rw [Iz, Matrix.mul_diagonal, Matrix.diagonal_mul, e1, e2, e3] at h1
    norm_num [mz] at h1

end

end PolarizationTransfer
```

With one spin, the theorem leaves only $a_{11}=1$. Two spins are the smallest system with transfer: for $H=E_{12}$, the identity $E_{12}^2=1$ gives $U(t)=\cos t-i\,E_{12}\sin t$, and hence

$$a_{11}=a_{22}=\cos^2t,\qquad a_{12}=a_{21}=\sin^2t.$$

The squares in a row sum to $1-\tfrac12\sin^2 2t$. The deficit is the share held by zero-quantum coherence, and it vanishes when the polarization sits entirely on one spin.

```lean
#print axioms PolarizationTransfer.polarization_transfer_matrix
-- 'PolarizationTransfer.polarization_transfer_matrix' depends on axioms: [propext, Classical.choice, Quot.sound]
#print axioms PolarizationTransfer.sum_sq_eq_one_iff
-- 'PolarizationTransfer.sum_sq_eq_one_iff' depends on axioms: [propext, Classical.choice, Quot.sound]
```
